# Maclaurin's bound on the canonical partition sum of non-interacting fermions in finitely many modes

Put two fermions into two modes with Boltzmann factors $w$ and $x$. Both modes must be occupied, so the partition sum is $Z_2 = xw$. With the mean $m = (w+x)/2$ we have $x = 2m - w$, and therefore

$$Z_2 = (2m-w)w = w^2 + 2w(m-w).$$

As a function of $m$, this is the tangent line to $m^2$ at $w$. A parabola lies above its tangents, so $Z_2 \le m^2$. The gap is $(m-w)^2$, which vanishes only when $x = w$. The general proof adds modes one at a time and meets such a tangent line at each step.

For $M$ modes with real energies $e_j$ and a real parameter $b$, write $x_j = e^{-b e_j}$, $z = \sum_j x_j$ and $w = z/M$. Physically $b$ is the inverse temperature. Here $w$ is the mean over all $M$ modes; in the example it was the mean of the first mode alone, before the second joined. Let $Z_N$ be the canonical partition sum of $N$ non-interacting fermions in these modes. The result is

$$Z_N \le \binom{M}{N} w^N,$$

with equality when all the energies coincide. Maclaurin's inequalities are a whole chain between the normalised symmetric means of $M$ numbers; this bound compares the first of those means with the $N$-th.

For non-interacting fermions in a finite list of modes, it bounds the fixed-number partition sum from above using only $z$, $M$ and $N$. A program that computes such sums must respect it up to rounding error, but the check is one-sided, and for $N \ge 2$ the bound can lie far above $Z_N$ when the Boltzmann factors differ widely.

## Modes, configurations and weights

```lean
import Mathlib

open Finset

namespace FermionMaclaurin

noncomputable section

variable {ι : Type*}
```

The type `ι` holds the mode labels. A label stands for a complete one-particle state, spin included, so a degenerate level appears as several modes.

```lean
/-- Canonical partition sum of `N` fermions in the modes `s`: each configuration is a set of
`N` occupied modes, weighted by the exponential of `-b` times its total energy. -/
def canonicalZ (s : Finset ι) (e : ι → ℝ) (b : ℝ) (N : ℕ) : ℝ :=
  ∑ S ∈ s.powersetCard N, Real.exp (-b * ∑ j ∈ S, e j)
```

`Finset ι` is the type of finite sets of labels, and `e : ι → ℝ` assigns an energy to each label. The set `s.powersetCard N` contains the $N$-element subsets of $s$, so the definition reads

$$Z_N(s) = \sum_{S\subseteq s,\ |S|=N} \exp\Big(-b\sum_{j\in S} e_j\Big).$$

Using sets builds in the Pauli principle, since a mode is either in $S$ or not. Adding the energies means that there is no interaction. This sum is the starting point; it is not derived here from a trace over Fock space.

```lean
/-- Mean Boltzmann factor: the one-particle partition sum divided by the number of modes. -/
def meanBoltzmann (s : Finset ι) (e : ι → ℝ) (b : ℝ) : ℝ :=
  (∑ j ∈ s, Real.exp (-b * e j)) / (s.card : ℝ)
```

This is $w = z/M$, with $M$ written as `s.card`. For an empty set of modes Lean's division gives $w = 0$, and the theorems below remain true with that value.

```lean
/-- Canonical free energy of `N` fermions at inverse temperature `b`. -/
def freeEnergy (s : Finset ι) (e : ι → ℝ) (b : ℝ) (N : ℕ) : ℝ :=
  -(Real.log (canonicalZ s e b N)) / b
```

This is $F_N = -\ln Z_N / b$, where $b = 1/(k_BT)$ is the inverse temperature.

## Adding one mode

```lean
/-- Adding a mode `a`: it is either empty, or occupied by one of the fermions. -/
theorem canonicalZ_insert [DecidableEq ι] {s : Finset ι} {a : ι} (e : ι → ℝ) (b : ℝ)
    (ha : a ∉ s) (n : ℕ) :
    canonicalZ (insert a s) e b (n + 1) =
      canonicalZ s e b (n + 1) + Real.exp (-b * e a) * canonicalZ s e b n := by
  have key : ∀ S ∈ s.powersetCard n, a ∉ S :=
    fun S hS h => ha ((mem_powersetCard.1 hS).1 h)
  have hdisj : Disjoint (s.powersetCard (n + 1)) ((s.powersetCard n).image (insert a)) := by
    refine disjoint_left.2 fun S hS hT => ?_
    obtain ⟨T, _, rfl⟩ := mem_image.1 hT
    exact ha ((mem_powersetCard.1 hS).1 (mem_insert_self a T))
  unfold canonicalZ
  rw [powersetCard_succ_insert ha, sum_union hdisj, sum_image]
  · rw [mul_sum]
    congr 1
    refine sum_congr rfl fun S hS => ?_
    rw [sum_insert (key S hS), ← Real.exp_add]
    congr 1
    ring
  · intro S hS T hT h
    rw [← erase_insert (key S (mem_coe.1 hS)), ← erase_insert (key T (mem_coe.1 hT)), h]
```

The hypothesis `ha` says that $a$ is a new mode. The theorem states

$$Z_{n+1}(s\cup\{a\}) = Z_{n+1}(s) + x_a Z_n(s).$$

By hand, sort the configurations by the occupation of $a$. If $a$ is empty, all $n+1$ fermions are in $s$. If it is occupied, the other $n$ form a set $T \subseteq s$, and the weight factorises into $x_a$ times the weight of $T$.

In Lean, `powersetCard_succ_insert` makes this split and `hdisj` shows that the two classes don't overlap. The last bullet shows that different sets $T$ give different configurations, because erasing $a$ recovers $T$.

```lean
/-- Adding a mode changes the mean Boltzmann factor as a weighted average. -/
theorem meanBoltzmann_insert [DecidableEq ι] {s : Finset ι} {a : ι} (e : ι → ℝ) (b : ℝ)
    (ha : a ∉ s) :
    ((s.card : ℝ) + 1) * meanBoltzmann (insert a s) e b =
      s.card * meanBoltzmann s e b + Real.exp (-b * e a) := by
  unfold meanBoltzmann
  rw [sum_insert ha, card_insert_of_notMem ha, Nat.cast_add, Nat.cast_one]
  rcases s.eq_empty_or_nonempty with rfl | hs
  · simp
  · have h0 : (s.card : ℝ) ≠ 0 := Nat.cast_ne_zero.2 hs.card_pos.ne'
    have h1 : (s.card : ℝ) + 1 ≠ 0 := by positivity
    rw [mul_div_assoc', mul_div_assoc', mul_div_cancel_left₀ _ h1,
      mul_div_cancel_left₀ _ h0, add_comm]
```

Let $s$ have $M$ modes and mean $w$, and let $m$ be the mean after $a$ has joined. Both sides of

$$(M+1)m = Mw + x_a$$

are the new sum of Boltzmann factors.

## A power and its tangent

```lean
/-- A power lies above its tangent line on the nonnegative half-line. -/
theorem tangent_le_pow {w m : ℝ} (hw : 0 ≤ w) (hm : 0 ≤ m) (n : ℕ) :
    w ^ (n + 1) + ((n : ℝ) + 1) * w ^ n * (m - w) ≤ m ^ (n + 1) := by
  induction n with
  | zero => simp
  | succ n ih =>
    have h2 : 0 ≤ ((n : ℝ) + 1) * w ^ n * (m - w) ^ 2 := by positivity
    calc w ^ (n + 1 + 1) + (((n + 1 : ℕ) : ℝ) + 1) * w ^ (n + 1) * (m - w)
        = m * (w ^ (n + 1) + ((n : ℝ) + 1) * w ^ n * (m - w))
          - ((n : ℝ) + 1) * w ^ n * (m - w) ^ 2 := by push_cast; ring
      _ ≤ m * m ^ (n + 1) := (sub_le_self _ h2).trans (mul_le_mul_of_nonneg_left ih hm)
      _ = m ^ (n + 1 + 1) := by ring
```

For $w, m \ge 0$ the claim is

$$T_n := w^{n+1} + (n+1)w^n(m-w) \le m^{n+1}.$$

At $n=0$ both sides equal $m$. For the next exponent, expanding gives

$$T_{n+1} = m\,T_n - (n+1)w^n(m-w)^2 \le m\,T_n \le m\cdot m^{n+1}.$$

The `calc` block is this chain. The tactic `ring` checks the algebra, and `ih` is the induction hypothesis $T_n \le m^{n+1}$.

```lean
/-- For exponent at least two, a power lies strictly above its tangent line at a positive point `w`,
at every other point `m` of the nonnegative half-line. -/
theorem tangent_lt_pow {w m : ℝ} (hw : 0 < w) (hm : 0 ≤ m) (hne : m ≠ w) (n : ℕ) :
    w ^ (n + 1 + 1) + (((n + 1 : ℕ) : ℝ) + 1) * w ^ (n + 1) * (m - w) < m ^ (n + 1 + 1) := by
  have h1 : 0 < (m - w) ^ 2 := sq_pos_of_ne_zero (sub_ne_zero.2 hne)
  have h2 : 0 < ((n : ℝ) + 1) * w ^ n * (m - w) ^ 2 := by positivity
  calc w ^ (n + 1 + 1) + (((n + 1 : ℕ) : ℝ) + 1) * w ^ (n + 1) * (m - w)
      = m * (w ^ (n + 1) + ((n : ℝ) + 1) * w ^ n * (m - w))
        - ((n : ℝ) + 1) * w ^ n * (m - w) ^ 2 := by push_cast; ring
    _ < m * (w ^ (n + 1) + ((n : ℝ) + 1) * w ^ n * (m - w)) := sub_lt_self _ h2
    _ ≤ m * m ^ (n + 1) := mul_le_mul_of_nonneg_left (tangent_le_pow hw.le hm n) hm
    _ = m ^ (n + 1 + 1) := by ring
```

If $w>0$ and $m\neq w$, the subtracted square term is positive, so $T_{n+1} < m^{n+2}$. The exponent here is at least two; a first power coincides with its tangent.

```lean
/-- If `m` is the mean after a factor `x` joins `M` factors of mean `w`, the occupation
recursion applied to the binomial values gives a multiple of the tangent line at `w`. -/
theorem add_mode_identity (M n : ℕ) (w m x : ℝ) (h : ((M : ℝ) + 1) * m = M * w + x) :
    (M.choose (n + 1) : ℝ) * w ^ (n + 1) + x * ((M.choose n : ℝ) * w ^ n) =
      ((M + 1).choose (n + 1) : ℝ) * (w ^ (n + 1) + ((n : ℝ) + 1) * w ^ n * (m - w)) := by
  -- Pascal's rule and the absorption identity
  have h1 : ((M + 1).choose (n + 1) : ℝ) = M.choose n + M.choose (n + 1) := by
    exact_mod_cast Nat.choose_succ_succ' M n
  have h2 : ((M : ℝ) + 1) * M.choose n = (M + 1).choose (n + 1) * ((n : ℝ) + 1) := by
    exact_mod_cast Nat.add_one_mul_choose_eq M n
  have h4 : ((M + 1).choose (n + 1) : ℝ) * ((n : ℝ) + 1) * (m - w)
      = M.choose n * (x - w) := by
    linear_combination (-(m - w)) * h2 + (M.choose n : ℝ) * h
  linear_combination (-w ^ (n + 1)) * h1 - w ^ n * h4
```

This identity says that if $(M+1)m = Mw + x$, then

$$\binom{M}{n+1}w^{n+1} + x\binom{M}{n}w^n = \binom{M+1}{n+1}T_n.$$

By Pascal's rule, `h1`, the left side equals

$$\binom{M+1}{n+1}w^{n+1} + \binom{M}{n}w^n(x-w).$$

The hypothesis gives $x-w = (M+1)(m-w)$, and the absorption identity `h2` is $(M+1)\binom{M}{n} = (n+1)\binom{M+1}{n+1}$. Together they turn the second term into $\binom{M+1}{n+1}(n+1)w^n(m-w)$. The tactic `linear_combination` verifies that the goal follows from the named equations with the given coefficients.

## The bound

```lean
/-- Maclaurin bound: the canonical `N`-fermion sum is at most the number of configurations
times the `N`-th power of the mean Boltzmann factor. -/
theorem maclaurin_bound (s : Finset ι) (e : ι → ℝ) (b : ℝ) (N : ℕ) :
    canonicalZ s e b N ≤ (s.card.choose N : ℝ) * meanBoltzmann s e b ^ N := by
  classical
  have hpos : ∀ t : Finset ι, 0 ≤ meanBoltzmann t e b := fun t =>
    div_nonneg (sum_nonneg fun j _ => (Real.exp_pos _).le) (Nat.cast_nonneg _)
  induction s using Finset.induction_on generalizing N with
  | empty =>
    cases N with
    | zero => simp [canonicalZ]
    | succ n =>
      have h : (∅ : Finset ι).powersetCard (n + 1) = ∅ := powersetCard_eq_empty.2 (by simp)
      simp [canonicalZ, h]
  | insert a s ha ih =>
    cases N with
    | zero => simp [canonicalZ]
    | succ n =>
      -- bound both occupation classes, then compare the tangent line with the power
      rw [canonicalZ_insert e b ha, card_insert_of_notMem ha]
      refine (add_le_add (ih (n + 1))
        (mul_le_mul_of_nonneg_left (ih n) (Real.exp_pos _).le)).trans ?_
      rw [add_mode_identity _ n _ _ _ (meanBoltzmann_insert e b ha)]
      exact mul_le_mul_of_nonneg_left (tangent_le_pow (hpos _) (hpos _) n) (Nat.cast_nonneg _)
```

The theorem holds for every finite $s$, every real $b$ and every $N$. When $N > M$ both sides are zero.

The proof is by induction on the modes. For $N=0$ both sides are $1$, and with no modes and $N\ge1$ both are $0$. For a new mode $a$ and $N=n+1$, the recursion, the bounds for $s$, the identity and the tangent inequality give

$$Z_{n+1}(s\cup\{a\}) \le \binom{M}{n+1}w^{n+1} + x_a\binom{M}{n}w^n = \binom{M+1}{n+1}T_n \le \binom{M+1}{n+1}m^{n+1}.$$

The step uses the bound for $s$ at both $n+1$ and $n$, which is why the induction is declared `generalizing N`.

As a numerical instance, take $b=1$ and energies $0$, $\ln 2$, $2\ln 2$. The Boltzmann factors are $1$, $\tfrac12$, $\tfrac14$, so $w = \tfrac{7}{12}$. For two fermions,

$$Z_2 = \tfrac12+\tfrac14+\tfrac18 = \tfrac78 = 0.875, \qquad 3w^2 = \tfrac{49}{48} \approx 1.021.$$

The same argument bounds the sum over $N$-element subsets of products of any nonnegative weights $x_j$, since the induction uses only their sign. A weight may then include a mode-dependent fugacity, or be zero for a blocked mode.

## When the bound is attained

```lean
/-- When all mode energies coincide, the Maclaurin bound is an equality for every `N`. -/
theorem maclaurin_eq_of_degenerate (s : Finset ι) (e : ι → ℝ) (b ε : ℝ) (N : ℕ)
    (h : ∀ i ∈ s, e i = ε) :
    canonicalZ s e b N = (s.card.choose N : ℝ) * meanBoltzmann s e b ^ N := by
  have hZ : canonicalZ s e b N = (s.card.choose N : ℝ) * Real.exp (-b * ε) ^ N := by
    have hc : ∀ S ∈ s.powersetCard N,
        Real.exp (-b * ∑ j ∈ S, e j) = Real.exp (-b * ε) ^ N := by
      intro S hS
      obtain ⟨hsub, hcard⟩ := mem_powersetCard.1 hS
      rw [sum_congr rfl fun j hj => h j (hsub hj), sum_const, hcard, nsmul_eq_mul,
        ← Real.exp_nat_mul]
      congr 1
      ring
    rw [canonicalZ, sum_congr rfl hc, sum_const, card_powersetCard, nsmul_eq_mul]
  rw [hZ]
  rcases s.eq_empty_or_nonempty with rfl | hs
  · cases N <;> simp
  · have h0 : (s.card : ℝ) ≠ 0 := Nat.cast_ne_zero.2 hs.card_pos.ne'
    have hw : meanBoltzmann s e b = Real.exp (-b * ε) := by
      rw [meanBoltzmann, sum_congr rfl fun j hj => by rw [h j hj], sum_const, nsmul_eq_mul,
        mul_div_cancel_left₀ _ h0]
    rw [hw]
```

If every energy in $s$ equals $\varepsilon$, each configuration has weight $(e^{-b\varepsilon})^N$. There are $\binom{M}{N}$ of them, and for $M \ge 1$ the mean is $w = e^{-b\varepsilon}$, so the two sides agree. The proof computes $Z_N$ in `hZ` and the mean in `hw`, and treats the empty set separately.

```lean
/-- For `b ≠ 0` and `2 ≤ N ≤ M`, the Maclaurin bound is an equality exactly when all mode
energies coincide. -/
theorem maclaurin_eq_iff (s : Finset ι) (e : ι → ℝ) {b : ℝ} {N : ℕ} (hb : b ≠ 0)
    (h2 : 2 ≤ N) (hN : N ≤ s.card) :
    canonicalZ s e b N = (s.card.choose N : ℝ) * meanBoltzmann s e b ^ N ↔
      ∀ i ∈ s, ∀ j ∈ s, e i = e j := by
  classical
  constructor
  · intro heq
    obtain ⟨n, rfl⟩ : ∃ n, N = n + 1 + 1 := ⟨N - 2, by omega⟩
    -- treat any mode as the last one added: its Boltzmann factor must be the mean
    have key : ∀ i ∈ s, Real.exp (-b * e i) = meanBoltzmann s e b := by
      intro i hi
      obtain ⟨t, hit, rfl⟩ : ∃ t, i ∉ t ∧ insert i t = s :=
        ⟨s.erase i, notMem_erase i s, insert_erase hi⟩
      rw [card_insert_of_notMem hit] at hN heq
      have hm := meanBoltzmann_insert e b hit
      by_contra hne
      have hmw : meanBoltzmann (insert i t) e b ≠ meanBoltzmann t e b := by
        intro h
        apply hne
        rw [h] at hm ⊢
        linarith
      have htc : 0 < t.card := by omega
      have ht : 0 < meanBoltzmann t e b :=
        div_pos (sum_pos (fun j _ => Real.exp_pos _) (card_pos.1 htc)) (Nat.cast_pos.2 htc)
      have hm0 : 0 ≤ meanBoltzmann (insert i t) e b :=
        div_nonneg (sum_nonneg fun j _ => (Real.exp_pos _).le) (Nat.cast_nonneg _)
      have hle := add_le_add (maclaurin_bound t e b (n + 1 + 1))
        (mul_le_mul_of_nonneg_left (maclaurin_bound t e b (n + 1)) (Real.exp_pos (-b * e i)).le)
      rw [← canonicalZ_insert e b hit, add_mode_identity _ (n + 1) _ _ _ hm] at hle
      have hC : (0 : ℝ) < ((t.card + 1).choose (n + 1 + 1) : ℝ) :=
        Nat.cast_pos.2 (Nat.choose_pos hN)
      exact (hle.trans_lt (mul_lt_mul_of_pos_left (tangent_lt_pow ht hm0 hmw n) hC)).ne heq
    intro i hi j hj
    exact mul_left_cancel₀ (neg_ne_zero.2 hb)
      (Real.exp_injective ((key i hi).trans (key j hj).symm))
  · intro h
    obtain ⟨i, hi⟩ : s.Nonempty := card_pos.1 (by omega)
    exact maclaurin_eq_of_degenerate s e b (e i) N fun j hj => h j hj i hi
```

For $b\neq0$ and $2\le N\le M$, equality holds exactly when all the energies coincide. The restrictions matter: at $N=1$ both sides are $z$, and at $b=0$ every Boltzmann factor is $1$, so equality holds there for any energies.

Suppose equality holds. Pick any mode $i$ and regard it as the last one added to the remaining set $t$, which has $M-1\ge1$ modes and mean $w_t>0$. Let $m$ be the mean over all of $s$, so that $Mm = (M-1)w_t + x_i$. If $x_i \neq m$, then $m\neq w_t$, and the strict tangent inequality makes $Z_N$ strictly smaller than the bound, a contradiction.

Hence $x_i = m$ for every mode, which is the statement `key`. The exponential is injective and $b\neq0$, so the energies agree. The converse is the preceding theorem.

## A lower bound on the free energy

```lean
/-- For `b > 0` and `N ≤ M`, the free energy is at least `-1/b` times the sum of the logarithm of
the number of configurations and `N` times the logarithm of the mean Boltzmann factor. -/
theorem freeEnergy_lower_bound (s : Finset ι) (e : ι → ℝ) {b : ℝ} {N : ℕ} (hb : 0 < b)
    (hN : N ≤ s.card) :
    -(Real.log (s.card.choose N : ℝ) + N * Real.log (meanBoltzmann s e b)) / b ≤
      freeEnergy s e b N := by
  have hZ : 0 < canonicalZ s e b N :=
    sum_pos (fun S _ => Real.exp_pos _) (powersetCard_nonempty.2 hN)
  have hB := maclaurin_bound s e b N
  have hne := (hZ.trans_le hB).ne'
  have hlog := Real.log_le_log hZ hB
  rw [Real.log_mul (left_ne_zero_of_mul hne) (right_ne_zero_of_mul hne), Real.log_pow] at hlog
  exact div_le_div_of_nonneg_right (neg_le_neg hlog) hb.le

end

end FermionMaclaurin
```

For $b>0$ and $N\le M$,

$$F_N \ge -\frac{1}{b}\left[\ln\binom{M}{N} + N\ln w\right].$$

If there are no modes, then $N=0$ and the term $N\ln w$ is read as zero. Since $N\le M$, there is at least one configuration and $Z_N>0$. Taking logarithms of the Maclaurin bound gives $\ln Z_N \le \ln\binom{M}{N} + N\ln w$, and dividing by $-b<0$ reverses the inequality. In Lean, `hZ` is the positivity, `hB` the bound and `hlog` its logarithm.

In the numerical instance above, $F_2 = -\ln\tfrac78 \approx 0.134$, and the lower bound is $-\ln\tfrac{49}{48} \approx -0.021$.

```lean
#print axioms FermionMaclaurin.maclaurin_bound
-- 'FermionMaclaurin.maclaurin_bound' depends on axioms: [propext, Classical.choice, Quot.sound]
#print axioms FermionMaclaurin.maclaurin_eq_iff
-- 'FermionMaclaurin.maclaurin_eq_iff' depends on axioms: [propext, Classical.choice, Quot.sound]
#print axioms FermionMaclaurin.freeEnergy_lower_bound
-- 'FermionMaclaurin.freeEnergy_lower_bound' depends on axioms: [propext, Classical.choice, Quot.sound]
```
